# Free fermions from full or empty channels: the counting correlator of a unitary scatterer has zero row sums and nonpositive off-diagonal entries

Free fermions at one energy enter a scatterer through finitely many channels. S_aj is the amplitude from input channel j to output channel a, and f_j is the mean occupation of input j. A superscript H denotes the conjugate transpose and a star the complex conjugate.

```lean
import Mathlib

open Matrix

namespace FermionPartitionNoise

noncomputable section

variable {m : Type*} [Fintype m] [DecidableEq m]
```

The type `m` is the set of channels. It is finite but otherwise arbitrary, and it labels inputs and outputs alike, so S is square.

```lean
/-- The outgoing one-body density matrix `n = S diag(f) Sᴴ` for scattering matrix `S` and
input occupations `f`. -/
def outgoing (S : Matrix m m ℂ) (f : m → ℝ) : Matrix m m ℂ :=
  S * Matrix.diagonal (fun i => (f i : ℂ)) * Sᴴ
```

This defines the outgoing one-body density matrix

n = S diag(f) Sᴴ.

The type `m → ℝ` says that f assigns a real number to each channel. The input one-body density matrix diag(f) is diagonal, so there is no coherence between different inputs. The physical reading below also takes the inputs to be statistically independent, which a diagonal one-body matrix does not by itself guarantee. Neither unitarity of S nor any bound on f is built in; theorems that need such a condition list it as a hypothesis.

```lean
/-- The counting correlator `C_ab = δ_ab n_aa - |n_ab|²` of the outgoing channels. -/
def correlator (S : Matrix m m ℂ) (f : m → ℝ) (a b : m) : ℝ :=
  (if a = b then (outgoing S f a a).re else 0) - ‖outgoing S f a b‖ ^ 2
```

The correlator is

C_ab = δ_ab n_aa − |n_ab|².

For free fermions with uncorrelated inputs, this is the covariance of the particle numbers in outputs a and b. The file takes the formula as a definition and does not derive it from fermion operators, so Fermi statistics enters through the minus sign. Lean's `.re` takes the real part, which makes C real-valued; nothing is lost, because n_aa turns out to be real.

## Entries of the outgoing density matrix

```lean
/-- Each entry of the outgoing density matrix is a sum over the input channels. -/
theorem outgoing_apply (S : Matrix m m ℂ) (f : m → ℝ) (a b : m) :
    outgoing S f a b = ∑ j, S a j * (f j : ℂ) * star (S b j) := by
  rw [outgoing, Matrix.mul_apply]
  simp only [Matrix.mul_diagonal, Matrix.conjTranspose_apply]
```

A Lean theorem gives its name, its assumptions, a colon, the claim, and after `:=` the proof. Here the claim is the matrix product written out:

n_ab = Σ_j S_aj f_j S_bj*.

```lean
/-- The outgoing density matrix is Hermitian. -/
theorem outgoing_star (S : Matrix m m ℂ) (f : m → ℝ) (a b : m) :
    outgoing S f b a = star (outgoing S f a b) := by
  rw [outgoing_apply, outgoing_apply, star_sum]
  refine Finset.sum_congr rfl fun j _ => ?_
  have hs : star (f j : ℂ) = (f j : ℂ) := Complex.conj_ofReal _
  rw [star_mul', star_mul', star_star, hs]
  ring
```

Conjugating each term exchanges the roles of a and b, because f_j is real. Hence n_ba = n_ab*, so n is Hermitian.

```lean
/-- The mean occupation of an outgoing channel is the sum of the input occupations weighted
by the scattering probabilities. -/
theorem outgoing_diag (S : Matrix m m ℂ) (f : m → ℝ) (a : m) :
    outgoing S f a a = ((∑ j, f j * ‖S a j‖ ^ 2 : ℝ) : ℂ) := by
  rw [outgoing_apply, Complex.ofReal_sum]
  refine Finset.sum_congr rfl fun j _ => ?_
  have h : S a j * star (S a j) = ((‖S a j‖ ^ 2 : ℝ) : ℂ) := by
    rw [← Complex.normSq_eq_norm_sq]
    exact Complex.mul_conj _
  rw [Complex.ofReal_mul, ← h]
  ring
```

Setting b = a in the sum gives S_aj S_aj* = |S_aj|², and therefore

n_aa = Σ_j f_j |S_aj|².

The mean output is the input occupation weighted by scattering probabilities. The right-hand side is a real number regarded as a complex one, which is what the outer `: ℂ` records.

## Unitarity fixes the row sums

```lean
/-- For unitary scattering, the squared moduli in a row of the outgoing density matrix add up
to the squared input occupations weighted by the scattering probabilities. -/
theorem sum_norm_sq_outgoing {S : Matrix m m ℂ} (hS : S ∈ Matrix.unitaryGroup m ℂ)
    (f : m → ℝ) (a : m) :
    ∑ b, ‖outgoing S f a b‖ ^ 2 = ∑ j, f j ^ 2 * ‖S a j‖ ^ 2 := by
  have hU : Sᴴ * S = 1 := Matrix.mem_unitaryGroup_iff'.mp hS
  have hD : Matrix.diagonal (fun i => (f i : ℂ)) * Matrix.diagonal (fun i => (f i : ℂ))
      = Matrix.diagonal (fun i => ((f i ^ 2 : ℝ) : ℂ)) := by
    rw [Matrix.diagonal_mul_diagonal]
    congr 1
    funext i
    push_cast
    ring
  -- unitarity removes the inner factor `Sᴴ S`
  have hsq : outgoing S f * outgoing S f = outgoing S (fun i => f i ^ 2) := by
    unfold outgoing
    rw [← hD]
    calc _ = S * Matrix.diagonal (fun i => (f i : ℂ)) * (Sᴴ * S)
          * Matrix.diagonal (fun i => (f i : ℂ)) * Sᴴ := by simp only [Matrix.mul_assoc]
      _ = _ := by rw [hU, Matrix.mul_one]; simp only [Matrix.mul_assoc]
  have hd : outgoing S (fun i => f i ^ 2) a a = ((∑ j, f j ^ 2 * ‖S a j‖ ^ 2 : ℝ) : ℂ) :=
    outgoing_diag S _ a
  have h := congrFun (congrFun hsq a) a
  rw [Matrix.mul_apply, hd] at h
  apply Complex.ofReal_injective
  rw [← h, Complex.ofReal_sum]
  refine Finset.sum_congr rfl fun b _ => ?_
  rw [outgoing_star S f a b, ← Complex.normSq_eq_norm_sq]
  exact (Complex.mul_conj _).symm
```

The hypothesis `hS` says that S is unitary. Write F = diag(f). Since SᴴS = 1,

n² = S F SᴴS F Sᴴ = S F² Sᴴ.

The right-hand side is the outgoing density matrix for occupations f_j², so its diagonal entry is Σ_j f_j² |S_aj|². By Hermiticity, the diagonal entry of n² is also

Σ_b n_ab n_ba = Σ_b |n_ab|².

Equating the two gives the claim. In the proof, `hU` is unitarity, `hsq` is the matrix identity, and `hd` evaluates the diagonal entry.

```lean
/-- For unitary scattering and arbitrary input occupations, a row of the correlator sums to
the input fluctuations `f (1 - f)` weighted by the scattering probabilities. -/
theorem correlator_row_sum {S : Matrix m m ℂ} (hS : S ∈ Matrix.unitaryGroup m ℂ)
    (f : m → ℝ) (a : m) :
    ∑ b, correlator S f a b = ∑ j, f j * (1 - f j) * ‖S a j‖ ^ 2 := by
  simp only [correlator]
  rw [Finset.sum_sub_distrib, Finset.sum_ite_eq, if_pos (Finset.mem_univ a),
    sum_norm_sq_outgoing hS, outgoing_diag, Complex.ofReal_re, ← Finset.sum_sub_distrib]
  refine Finset.sum_congr rfl fun j _ => ?_
  ring
```

Summing the definition of C over b leaves n_aa once and subtracts the sum just computed:

Σ_b C_ab = Σ_j f_j |S_aj|² − Σ_j f_j² |S_aj|² = Σ_j f_j(1 − f_j) |S_aj|².

This holds for every real f. For occupations between 0 and 1, f_j(1 − f_j) is the number variance of input j, so the row sum measures the input fluctuations that reach output a.

## Full and empty inputs

```lean
/-- **Partition noise of filled and empty inputs.** For unitary scattering with every input either
full or empty, distinct outgoing channels have nonpositive correlations, each channel has variance
`n_aa (1 - n_aa) ≥ 0`, and every row sums to zero. -/
theorem partition_noise {S : Matrix m m ℂ} (hS : S ∈ Matrix.unitaryGroup m ℂ)
    {f : m → ℝ} (hf : ∀ j, f j = 0 ∨ f j = 1) :
    (∀ a b, a ≠ b → correlator S f a b ≤ 0) ∧
    (∀ a, correlator S f a a = (outgoing S f a a).re * (1 - (outgoing S f a a).re) ∧
      0 ≤ correlator S f a a) ∧
    (∀ a, ∑ b, correlator S f a b = 0) := by
  have hoff : ∀ a b, a ≠ b → correlator S f a b ≤ 0 := by
    intro a b hab
    rw [correlator, if_neg hab]
    linarith [sq_nonneg ‖outgoing S f a b‖]
  have hrow : ∀ a, ∑ b, correlator S f a b = 0 := by
    intro a
    rw [correlator_row_sum hS]
    refine Finset.sum_eq_zero fun j _ => ?_
    rcases hf j with h | h <;> simp [h]
  refine ⟨hoff, fun a => ⟨?_, ?_⟩, hrow⟩
  · rw [correlator, if_pos rfl, outgoing_diag, Complex.ofReal_re, Complex.norm_real,
      Real.norm_eq_abs, sq_abs]
    ring
  · -- the variance balances the nonpositive cross-correlations
    have h2 : correlator S f a a + ∑ b ∈ Finset.univ.erase a, correlator S f a b
        = ∑ b, correlator S f a b :=
      Finset.add_sum_erase Finset.univ (fun b => correlator S f a b) (Finset.mem_univ a)
    have h3 : ∑ b ∈ Finset.univ.erase a, correlator S f a b ≤ 0 :=
      Finset.sum_nonpos fun b hb => hoff a b (Finset.ne_of_mem_erase hb).symm
    linarith [hrow a]
```

The hypothesis `hf` says that each f_j is 0 or 1, so diag(f) is the projector onto the occupied inputs. Physically, each incoming channel carries exactly one particle or none, as in reservoirs at zero temperature. The symbol `∧` joins three claims.

First, for a ≠ b,

C_ab = −|n_ab|² ≤ 0.

This step, `hoff`, follows from the definition alone and uses neither unitarity nor the condition on f.

Second, the variance of one output is

C_aa = n_aa − n_aa² = n_aa(1 − n_aa) ≥ 0.

Third, f_j(1 − f_j) = 0 for every j, so each row sums to zero. This is `hrow`, and it also supplies the sign of the variance:

C_aa = −Σ_{b≠a} C_ab ≥ 0.

The final `linarith` combines these linear relations. With a single channel the sum over b ≠ a is empty and C_aa = 0.

A zero row sum means that the count in output a has no covariance with the total count, as it should when the total is fixed. In a numerical calculation whose S should be unitary, with every open channel included, a row sum that differs from zero by more than rounding at 0-1 occupations therefore signals an error, for instance a computed S that is not unitary.

```lean
/-- For unitary scattering and occupations between 0 and 1, all row sums of the correlator vanish
exactly when every input channel is either empty or full. -/
theorem row_sums_zero_iff {S : Matrix m m ℂ} (hS : S ∈ Matrix.unitaryGroup m ℂ)
    {f : m → ℝ} (h0 : ∀ j, 0 ≤ f j) (h1 : ∀ j, f j ≤ 1) :
    (∀ a, ∑ b, correlator S f a b = 0) ↔ ∀ j, f j = 0 ∨ f j = 1 := by
  refine ⟨fun h j => ?_, fun hf => (partition_noise hS hf).2.2⟩
  by_contra hj
  rw [not_or] at hj
  have hne : f j * (1 - f j) ≠ 0 := mul_ne_zero hj.1 (sub_ne_zero.mpr (Ne.symm hj.2))
  -- a fluctuating input would have to reach no output at all
  have hz : ∀ a, S a j = 0 := by
    intro a
    have ha := h a
    rw [correlator_row_sum hS, Finset.sum_eq_zero_iff_of_nonneg (fun i _ =>
      mul_nonneg (mul_nonneg (h0 i) (sub_nonneg.mpr (h1 i))) (sq_nonneg _))] at ha
    have hn := (mul_eq_zero.mp (ha j (Finset.mem_univ j))).resolve_left hne
    exact norm_eq_zero.mp (pow_eq_zero_iff (two_ne_zero) |>.mp hn)
  have hU : Sᴴ * S = 1 := Matrix.mem_unitaryGroup_iff'.mp hS
  have hjj := congrFun (congrFun hU j) j
  rw [Matrix.mul_apply, Matrix.one_apply_eq] at hjj
  simp [hz] at hjj
```

For occupations between 0 and 1 there is a converse: if all row sums vanish, every input is full or empty. Suppose some f_j is neither 0 nor 1. Every term in the row-sum formula is nonnegative, so a vanishing sum forces each term to vanish. Since f_j(1 − f_j) ≠ 0, this gives S_aj = 0 for every output a. But unitarity requires

Σ_a |S_aj|² = 1,

a contradiction. The code follows this route: `hz` states that column j is zero, and the last lines compare it with the diagonal entry of SᴴS = 1.

## Noise of a weighted count

```lean
/-- For unitary scattering of filled and empty inputs, the quadratic form of the correlator with
real channel weights `x` is half the sum of `|n_ab|² (x_a - x_b)²`. -/
theorem weighted_noise {S : Matrix m m ℂ} (hS : S ∈ Matrix.unitaryGroup m ℂ)
    {f : m → ℝ} (hf : ∀ j, f j = 0 ∨ f j = 1) (x : m → ℝ) :
    ∑ a, ∑ b, x a * x b * correlator S f a b
      = 1 / 2 * ∑ a, ∑ b, ‖outgoing S f a b‖ ^ 2 * (x a - x b) ^ 2 := by
  have hpt : ∀ a b, x a * x b * correlator S f a b
      = 1 / 2 * (‖outgoing S f a b‖ ^ 2 * (x a - x b) ^ 2)
        + 1 / 2 * (x a ^ 2 * correlator S f a b)
        + 1 / 2 * (x b ^ 2 * correlator S f b a) := by
    intro a b
    by_cases hab : a = b
    · subst hab
      ring
    · have e1 : correlator S f a b = -‖outgoing S f a b‖ ^ 2 := by
        rw [correlator, if_neg hab, zero_sub]
      have e2 : correlator S f b a = -‖outgoing S f a b‖ ^ 2 := by
        rw [correlator, if_neg (Ne.symm hab), zero_sub, outgoing_star S f a b, norm_star]
      rw [e1, e2]
      ring
  -- the squares of single weights drop out because the rows sum to zero
  have z1 : ∑ a, ∑ b, x a ^ 2 * correlator S f a b = 0 :=
    Finset.sum_eq_zero fun a _ => by
      rw [← Finset.mul_sum, (partition_noise hS hf).2.2 a, mul_zero]
  have z2 : ∑ a, ∑ b, x b ^ 2 * correlator S f b a = 0 := by
    rw [Finset.sum_comm]
    exact z1
  calc _ = ∑ a, ∑ b, (1 / 2 * (‖outgoing S f a b‖ ^ 2 * (x a - x b) ^ 2)
        + 1 / 2 * (x a ^ 2 * correlator S f a b)
        + 1 / 2 * (x b ^ 2 * correlator S f b a)) :=
        Finset.sum_congr rfl fun a _ => Finset.sum_congr rfl fun b _ => hpt a b
    _ = 1 / 2 * ∑ a, ∑ b, ‖outgoing S f a b‖ ^ 2 * (x a - x b) ^ 2
        + 1 / 2 * ∑ a, ∑ b, x a ^ 2 * correlator S f a b
        + 1 / 2 * ∑ a, ∑ b, x b ^ 2 * correlator S f b a := by
        simp only [Finset.sum_add_distrib, Finset.mul_sum]
    _ = _ := by rw [z1, z2]; ring
```

Let x_a be real weights and N_a the particle number in output a. With C read as the covariance matrix, the left-hand side is the variance of Σ_a x_a N_a. The identity is

Σ_ab x_a x_b C_ab = ½ Σ_ab |n_ab|² (x_a − x_b)².

To derive it, start from

x_a x_b = ½x_a² + ½x_b² − ½(x_a − x_b)².

Multiply by C_ab, which equals C_ba because n is Hermitian. For a ≠ b, C_ab = −|n_ab|², and for a = b the squared difference vanishes, so in both cases

x_a x_b C_ab = ½|n_ab|² (x_a − x_b)² + ½x_a² C_ab + ½x_b² C_ba.

This is `hpt`. When summed over a and b, the last two terms contain complete row sums and vanish; these are `z1` and `z2`. Setting x_a = 1 for the channels of one lead and 0 for the rest gives the noise of the number of particles leaving through that lead.

The same argument gives a neighbouring formula for partially filled inputs. The row sums then survive, and the right-hand side gains the term

Σ_a x_a² Σ_j f_j(1 − f_j) |S_aj|².

## One particle on a beam splitter

```lean
/-- A two-channel beam splitter with real amplitudes `r` and `t`. -/
def beamSplitter (r t : ℝ) : Matrix (Fin 2) (Fin 2) ℂ :=
  !![(r : ℂ), (t : ℂ); -(t : ℂ), (r : ℂ)]
```

The rows of this matrix are (r, t) and (−t, r), with real amplitudes. Lean numbers the two channels 0 and 1.

```lean
/-- A beam splitter with `r² + t² = 1` is unitary; with only the first input filled, the first
output has variance `r² t²` and the two outputs have correlation `-r² t²`. -/
theorem beamSplitter_noise (r t : ℝ) (h : r ^ 2 + t ^ 2 = 1) :
    beamSplitter r t ∈ Matrix.unitaryGroup (Fin 2) ℂ ∧
    correlator (beamSplitter r t) ![1, 0] 0 0 = r ^ 2 * t ^ 2 ∧
    correlator (beamSplitter r t) ![1, 0] 0 1 = -(r ^ 2 * t ^ 2) := by
  have hc : (r : ℂ) ^ 2 + (t : ℂ) ^ 2 = 1 := by exact_mod_cast h
  have h00 : outgoing (beamSplitter r t) ![1, 0] 0 0 = ((r ^ 2 : ℝ) : ℂ) := by
    rw [outgoing_apply]
    simp [beamSplitter, Fin.sum_univ_two]
    ring
  have h01 : outgoing (beamSplitter r t) ![1, 0] 0 1 = ((-(r * t) : ℝ) : ℂ) := by
    rw [outgoing_apply]
    simp [beamSplitter, Fin.sum_univ_two]
  refine ⟨?_, ?_, ?_⟩
  · rw [Matrix.mem_unitaryGroup_iff]
    ext i j
    fin_cases i <;> fin_cases j <;>
      simp [beamSplitter, Matrix.mul_apply, Fin.sum_univ_two, Matrix.star_eq_conjTranspose] <;>
      first
        | linear_combination hc
        | ring
  · rw [correlator, if_pos rfl, h00, Complex.ofReal_re, Complex.norm_real,
      Real.norm_eq_abs, sq_abs]
    linear_combination (-r ^ 2) * h
  · rw [correlator, if_neg (by decide), h01, Complex.norm_real, Real.norm_eq_abs, sq_abs]
    ring

end

end FermionPartitionNoise
```

The condition r² + t² = 1 is conservation of probability, and the first claim is that it makes the matrix unitary. The vector `![1, 0]` fills input 0 and leaves input 1 empty. Then

n_00 = r², n_01 = r·(−t) = −rt,

and hence

C_00 = r² − r⁴ = r²(1 − r²) = r²t²,
C_01 = −r²t².

The facts `h00` and `h01` are the two density-matrix entries. The unitarity proof checks the four matrix entries one by one, and `linear_combination` inserts the condition on r and t where it is needed. The particle leaves through one output or the other, so a count in one excludes a count in the other.

## Starting from number operators

Another model would introduce fermionic creation and annihilation operators, define N_a as the number operator of output a, and set

C_ab = ⟨N_a N_b⟩ − ⟨N_a⟩⟨N_b⟩.

For statistically independent inputs, the formula used here as a definition would then become a theorem, provable for instance with Wick's theorem, and the negative sign would follow from the anticommutation relations. The price is a construction of Fock space and its states, whereas the present version needs only matrices with one row and one column per channel.

```lean
#print axioms FermionPartitionNoise.row_sums_zero_iff
#print axioms FermionPartitionNoise.weighted_noise
#print axioms FermionPartitionNoise.beamSplitter_noise
```

```
'FermionPartitionNoise.row_sums_zero_iff' depends on axioms: [propext, Classical.choice, Quot.sound]
'FermionPartitionNoise.weighted_noise' depends on axioms: [propext, Classical.choice, Quot.sound]
'FermionPartitionNoise.beamSplitter_noise' depends on axioms: [propext, Classical.choice, Quot.sound]
```
